# Young's orthogonal exchange operators satisfy the braid relation when all contents are at least 1 apart

When I set up spin functions for three electrons with total spin 1/2, I write down the matrices that exchange electrons 0 and 1 and electrons 1 and 2, and I get the exchange of 0 and 2 by multiplying them. There are two ways to do so, $s_1s_2s_1$ and $s_2s_1s_2$, and they had better agree. My matrices come from Young's formula

$$s_i v_T=\frac1r\,v_T+\sqrt{1-\frac1{r^2}}\;v_{s_iT},$$

where $T$ is an ordering of three boxes with real contents and $r$ is the difference of the contents at the two neighbouring positions. I believe that $s_1$ and $s_2$ are symmetric, square to one and satisfy $s_1s_2s_1=s_2s_1s_2$ on all six orderings, provided that the contents are pairwise at least 1 apart. Can this be derived in full and checked by a proof assistant?

## From reflections in pairs to the braid relation

Yes, and the argument works for any number $n$ of boxes. Let $T$ assign a box to each position, and let $r_{ij}(T)$ be the content at position $j$ minus that at position $i$. A state is $\sum_T f(T)\,v_T$ with real amplitudes $f(T)$. For $s=(i\,j)$, write $Ts$ for the ordering with the boxes at positions $i$ and $j$ exchanged. The exchange operator $Y_{ij}$ acts on amplitudes by

$$(Y_{ij}f)(T)=\frac{1}{r_{ij}(T)}f(T)+\sqrt{1-\frac1{r_{ij}(T)^2}}\;f(Ts).$$

Your operators are $s_1=Y_{01}$ and $s_2=Y_{12}$. The order of the indices matters: $Y_{ji}$ has $-1/r_{ij}(T)$ in place of $1/r_{ij}(T)$, so Young's operator for two neighbours is the one with the smaller position first. For positions that are not neighbours, $Y_{ij}$ is defined by the same formula, but it need not represent the exchange of electrons $i$ and $j$. In particular, your exchange of 0 and 2 is the product $s_1s_2s_1$, which differs from $Y_{02}$.

**Symmetry and square.** Exchanging the boxes reverses the sign of $r=r_{ij}(T)$. On the pair $v_T,v_{Ts}$ the operator therefore has the matrix

$$\begin{pmatrix}1/r&\sqrt{1-1/r^2}\\ \sqrt{1-1/r^2}&-1/r\end{pmatrix}.$$

It is symmetric. Since $|r|\ge1$, the root squares to $1-1/r^2$, so the square of the matrix is the identity.

**Braid relation.** Take three different positions $i,j,k$, with $s=(i\,j)$ and $t=(j\,k)$. Put $a=r_{ij}(T)$ and $b=r_{jk}(T)$, so that $r_{ik}(T)=a+b$. The other orderings that matter have these distances:

| Ordering | $r_{ij}$ | $r_{jk}$ |
|---|---|---|
| $T$ | $a$ | $b$ |
| $Ts$ | $-a$ | $a+b$ |
| $Tt$ | $a+b$ | $-b$ |
| $Tst$ | $b$ | $-(a+b)$ |
| $Tts$ | $-(a+b)$ | $a$ |

Let $p=1/a$, $q=1/b$, $w=1/(a+b)$, and let $P,Q,W$ be the roots $\sqrt{1-p^2}$, $\sqrt{1-q^2}$, $\sqrt{1-w^2}$. Applying the definition repeatedly gives

$$\begin{aligned}
(Y_{jk}Y_{ij}f)(T)&=q\,[p f(T)+P f(Ts)]+Q\,[w f(Tt)+W f(Tts)],\\
(Y_{jk}Y_{ij}f)(Ts)&=w\,[-p f(Ts)+P f(T)]+W\,[q f(Tst)+Q f(Tsts)].
\end{aligned}$$

Multiplying the first line by $p$, the second by $P$ and adding yields $(Y_{ij}Y_{jk}Y_{ij}f)(T)$. The other product follows by exchanging the roles of $(s,p,P)$ and $(t,q,Q)$. Their coefficients are:

| Amplitude | $Y_{ij}Y_{jk}Y_{ij}$ | $Y_{jk}Y_{ij}Y_{jk}$ |
|---|---|---|
| $f(T)$ | $p^2q+P^2w$ | $pq^2+Q^2w$ |
| $f(Ts)$ | $pP(q-w)$ | $qwP$ |
| $f(Tt)$ | $pwQ$ | $qQ(p-w)$ |
| $f(Tst)$ | $qPW$ | $qPW$ |
| $f(Tts)$ | $pQW$ | $pQW$ |
| $f(Tsts)=f(Ttst)$ | $PQW$ | $PQW$ |

The last three rows agree at once. The second and third agree because

$$pq=\frac1{ab}=\frac1{a+b}\left(\frac1a+\frac1b\right)=w(p+q).$$

With $P^2=1-p^2$ and $Q^2=1-q^2$, the difference in the first row is $(p-q)\,[pq-w(p+q)]=0$.

**Disjoint pairs.** If $\{i,j\}$ and $\{k,l\}$ have no position in common, neither exchange changes the other's distance. The coefficients then multiply in either order, and the two exchanges of boxes commute, so $Y_{ij}Y_{kl}=Y_{kl}Y_{ij}$.

**The doublet plane.** For contents $0,1,-1$, the orderings $(0,1,-1)$ and $(0,-1,1)$ span a plane that both neighbour exchanges preserve. In this order of basis vectors,

$$s_1=\begin{pmatrix}1&0\\0&-1\end{pmatrix},\qquad s_2=\begin{pmatrix}-1/2&\sqrt3/2\\ \sqrt3/2&1/2\end{pmatrix}.$$

These are the matrices for your three-electron doublet functions, up to the choice of basis signs.

Here is the complete Lean file.

```lean
import Mathlib

open Equiv (swap Perm)

namespace YoungOrthogonalForm

noncomputable section

variable {n : ℕ}

/-- The contents of any two different boxes are at least 1 apart. -/
def Separated (c : Fin n → ℝ) : Prop := ∀ a b, a ≠ b → 1 ≤ |c a - c b|

/-- The axial distance in the ordering `T`: the content at position `j` minus that at
position `i`. -/
def axial (c : Fin n → ℝ) (i j : Fin n) (T : Perm (Fin n)) : ℝ := c (T j) - c (T i)

/-- The basis vector `v_T` belonging to the ordering `T` of the boxes. -/
def ket (T : Perm (Fin n)) : Perm (Fin n) → ℝ := Pi.single T 1

/-- The operator given by Young's formula for positions `i` and `j`, acting on the amplitudes of all
orderings. It is meant for axial distances of absolute value at least 1, and it is Young's exchange
operator when the two positions are neighbours. -/
def young (c : Fin n → ℝ) (i j : Fin n) : Module.End ℝ (Perm (Fin n) → ℝ) where
  toFun f := fun T => 1 / axial c i j T * f T
    + √(1 - 1 / axial c i j T ^ 2) * f (T * swap i j)
  map_add' f g := by
    ext T
    simp only [Pi.add_apply]
    ring
  map_smul' a f := by
    ext T
    simp only [Pi.smul_apply, smul_eq_mul, RingHom.id_apply]
    ring

lemma young_apply (c : Fin n → ℝ) (i j : Fin n) (f : Perm (Fin n) → ℝ) (T : Perm (Fin n)) :
    young c i j f T = 1 / axial c i j T * f T
      + √(1 - 1 / axial c i j T ^ 2) * f (T * swap i j) := rfl

/-- Exchanging the boxes at two positions reverses the sign of their axial distance. -/
lemma axial_swap (c : Fin n → ℝ) (i j : Fin n) (T : Perm (Fin n)) :
    axial c i j (T * swap i j) = -axial c i j T := by
  simp only [axial, Equiv.Perm.mul_apply, Equiv.swap_apply_left, Equiv.swap_apply_right]
  ring

lemma swap_twice (i j : Fin n) (T : Perm (Fin n)) : T * swap i j * swap i j = T := by
  rw [mul_assoc, Equiv.swap_mul_self, mul_one]

lemma axial_bound {c : Fin n → ℝ} (hc : Separated c) {i j : Fin n} (hij : i ≠ j)
    (T : Perm (Fin n)) : axial c i j T ≠ 0 ∧
      √(1 - 1 / axial c i j T ^ 2) ^ 2 = 1 - 1 / axial c i j T ^ 2 := by
  have h : 1 ≤ |axial c i j T| := hc _ _ (T.injective.ne hij.symm)
  have h2 : 1 ≤ axial c i j T ^ 2 := by
    rw [← sq_abs]
    nlinarith
  refine ⟨fun h0 => ?_, Real.sq_sqrt (sub_nonneg.2 ((div_le_one (by linarith)).2 h2))⟩
  rw [h0, abs_zero] at h
  linarith

/-- Young's formula: the exchange operator sends `v_T` to `1/r` times `v_T` plus
`√(1 - 1/r²)` times the vector of the exchanged ordering, `r` being the axial distance. -/
theorem young_ket (c : Fin n → ℝ) (i j : Fin n) (T : Perm (Fin n)) :
    young c i j (ket T) = (1 / axial c i j T) • ket T
      + √(1 - 1 / axial c i j T ^ 2) • ket (T * swap i j) := by
  ext U
  have e1 : 1 / axial c i j U * ket T U = 1 / axial c i j T * ket T U := by
    by_cases h : U = T
    · rw [h]
    · unfold ket
      rw [Pi.single_eq_of_ne h, mul_zero, mul_zero]
  have e2 : √(1 - 1 / axial c i j U ^ 2) * ket T (U * swap i j)
      = √(1 - 1 / axial c i j T ^ 2) * ket (T * swap i j) U := by
    by_cases h : U = T * swap i j
    · subst h
      rw [axial_swap, swap_twice, neg_sq]
      simp [ket]
    · have h' : U * swap i j ≠ T := fun e => h (by rw [← e, swap_twice])
      unfold ket
      rw [Pi.single_eq_of_ne h', Pi.single_eq_of_ne h, mul_zero, mul_zero]
  simp only [young_apply, Pi.add_apply, Pi.smul_apply, smul_eq_mul]
  linear_combination e1 + e2

/-- The exchange operators are symmetric for the inner product in which the orderings are
orthonormal. -/
theorem young_symmetric (c : Fin n → ℝ) (i j : Fin n) (f g : Perm (Fin n) → ℝ) :
    ∑ T, f T * young c i j g T = ∑ T, young c i j f T * g T := by
  -- reindex the exchange term by the exchanged ordering
  have h := Equiv.sum_comp (Equiv.mulRight (swap i j))
    (fun T => √(1 - 1 / axial c i j T ^ 2) * f (T * swap i j) * g T)
  simp only [Equiv.coe_mulRight, axial_swap, neg_sq, swap_twice] at h
  rw [← sub_eq_zero, ← Finset.sum_sub_distrib] at h ⊢
  refine Eq.trans (Finset.sum_congr rfl fun T _ => ?_) h
  rw [young_apply, young_apply]
  ring

/-- For separated contents, exchanging two different positions twice is the identity. -/
theorem young_sq {c : Fin n → ℝ} (hc : Separated c) {i j : Fin n} (hij : i ≠ j) :
    young c i j * young c i j = 1 := by
  refine LinearMap.ext fun f => funext fun T => ?_
  change young c i j (young c i j f) T = f T
  simp only [young_apply, axial_swap, swap_twice, neg_sq, div_neg]
  linear_combination f T * (axial_bound hc hij T).2

/-- Exchange operators for two pairs of positions with no position in common commute. -/
theorem young_commute (c : Fin n → ℝ) {i j k l : Fin n}
    (hik : i ≠ k) (hil : i ≠ l) (hjk : j ≠ k) (hjl : j ≠ l) :
    young c i j * young c k l = young c k l * young c i j := by
  have m1 : ∀ U, axial c k l (U * swap i j) = axial c k l U := fun U => by
    simp only [axial, Equiv.Perm.mul_apply, Equiv.swap_apply_of_ne_of_ne hik.symm hjk.symm,
      Equiv.swap_apply_of_ne_of_ne hil.symm hjl.symm]
  have m2 : ∀ U, axial c i j (U * swap k l) = axial c i j U := fun U => by
    simp only [axial, Equiv.Perm.mul_apply, Equiv.swap_apply_of_ne_of_ne hik hil,
      Equiv.swap_apply_of_ne_of_ne hjk hjl]
  have h := Equiv.swap_apply_apply (swap i j) k l
  rw [Equiv.swap_apply_of_ne_of_ne hik.symm hjk.symm,
    Equiv.swap_apply_of_ne_of_ne hil.symm hjl.symm] at h
  have hs : swap k l * swap i j = swap i j * swap k l := eq_mul_inv_iff_mul_eq.mp h
  refine LinearMap.ext fun f => funext fun T => ?_
  change young c i j (young c k l f) T = young c k l (young c i j f) T
  simp only [young_apply, m1, m2]
  rw [mul_assoc T (swap k l), hs, ← mul_assoc]
  ring

lemma recip_identity {a b : ℝ} (ha : a ≠ 0) (hb : b ≠ 0) (hab : a + b ≠ 0) :
    1 / a * (1 / b) = 1 / (a + b) * (1 / a + 1 / b) := by
  rw [div_add_div _ _ ha hb, div_mul_div_comm, div_mul_div_comm,
    div_eq_div_iff (mul_ne_zero ha hb) (mul_ne_zero hab (mul_ne_zero ha hb))]
  ring

/-- For separated contents and three different positions `i`, `j`, `k`, the exchange
operators of `i, j` and of `j, k` satisfy the braid relation. -/
theorem young_braid {c : Fin n → ℝ} (hc : Separated c) {i j k : Fin n}
    (hij : i ≠ j) (hjk : j ≠ k) (hik : i ≠ k) :
    young c i j * young c j k * young c i j = young c j k * young c i j * young c j k := by
  -- how the exchanges permute the three axial distances
  have m1 : ∀ U, axial c j k (U * swap i j) = axial c i k U := fun U => by
    simp only [axial, Equiv.Perm.mul_apply, Equiv.swap_apply_right,
      Equiv.swap_apply_of_ne_of_ne hik.symm hjk.symm]
  have m2 : ∀ U, axial c i k (U * swap i j) = axial c j k U := fun U => by
    simp only [axial, Equiv.Perm.mul_apply, Equiv.swap_apply_left,
      Equiv.swap_apply_of_ne_of_ne hik.symm hjk.symm]
  have m3 : ∀ U, axial c i j (U * swap j k) = axial c i k U := fun U => by
    simp only [axial, Equiv.Perm.mul_apply, Equiv.swap_apply_left,
      Equiv.swap_apply_of_ne_of_ne hij hik]
  have m4 : ∀ U, axial c i k (U * swap j k) = axial c i j U := fun U => by
    simp only [axial, Equiv.Perm.mul_apply, Equiv.swap_apply_right,
      Equiv.swap_apply_of_ne_of_ne hij hik]
  -- both triple exchanges lead to the same ordering
  have h1 := Equiv.swap_apply_apply (swap i j) j k
  rw [Equiv.swap_apply_right, Equiv.swap_apply_of_ne_of_ne hik.symm hjk.symm,
    Equiv.swap_inv] at h1
  have h2 := Equiv.swap_apply_apply (swap j k) i j
  rw [Equiv.swap_apply_of_ne_of_ne hij hik, Equiv.swap_apply_left, Equiv.swap_inv] at h2
  refine LinearMap.ext fun f => funext fun T => ?_
  have hb : T * swap i j * swap j k * swap i j = T * swap j k * swap i j * swap j k := by
    simpa only [mul_assoc] using congrArg (fun s => T * s) (h1.symm.trans h2)
  have hd : axial c i j T + axial c j k T = axial c i k T := by
    unfold axial
    ring
  have H := recip_identity (axial_bound hc hij T).1 (axial_bound hc hjk T).1
    (by rw [hd]; exact (axial_bound hc hik T).1)
  rw [hd] at H
  change young c i j (young c j k (young c i j f)) T
    = young c j k (young c i j (young c j k f)) T
  simp only [young_apply, axial_swap, m1, m2, m3, m4, swap_twice, neg_sq, div_neg]
  rw [hb]
  linear_combination
    f T * (1 / axial c i k T) * ((axial_bound hc hij T).2 - (axial_bound hc hjk T).2)
    + (f T * (1 / axial c i j T - 1 / axial c j k T)
      + √(1 - 1 / axial c i j T ^ 2) * f (T * swap i j)
      - √(1 - 1 / axial c j k T ^ 2) * f (T * swap j k)) * H

/-- On the six orderings of three boxes with separated contents, the two exchanges of
neighbouring positions square to one and satisfy the braid relation. -/
theorem three_boxes {c : Fin 3 → ℝ} (hc : Separated c) :
    young c 0 1 * young c 0 1 = 1 ∧ young c 1 2 * young c 1 2 = 1 ∧
    young c 0 1 * young c 1 2 * young c 0 1 = young c 1 2 * young c 0 1 * young c 1 2 :=
  ⟨young_sq hc (by decide), young_sq hc (by decide),
    young_braid hc (by decide) (by decide) (by decide)⟩

/-- The contents 0, 1, -1 of the three boxes of the hook diagram (2,1). -/
def hook : Fin 3 → ℝ := ![0, 1, -1]

/-- The hook contents are separated, and the two neighbour exchanges act on the basis vectors of the
orderings (0, 1, -1) and (0, -1, 1) with the coefficients shown. -/
theorem hook_plane : Separated hook ∧
    young hook 0 1 (ket 1) = ket 1 ∧
    young hook 0 1 (ket (swap 1 2)) = -ket (swap 1 2) ∧
    young hook 1 2 (ket 1) = (-1 / 2 : ℝ) • ket 1 + (√3 / 2) • ket (swap 1 2) ∧
    young hook 1 2 (ket (swap 1 2)) = (1 / 2 : ℝ) • ket (swap 1 2) + (√3 / 2) • ket 1 := by
  have e : swap (1 : Fin 3) 2 0 = 0 := by decide
  have c0 : hook 0 = 0 := rfl
  have c1 : hook 1 = 1 := rfl
  have c2 : hook 2 = -1 := rfl
  have a1 : axial hook 0 1 1 = 1 := by norm_num [axial, hook]
  have a2 : axial hook 0 1 (swap 1 2) = -1 := by
    rw [axial, e, Equiv.swap_apply_left, c0, c2]
    norm_num
  have a3 : axial hook 1 2 1 = -2 := by norm_num [axial, c1, c2]
  have a4 : axial hook 1 2 (swap 1 2) = 2 := by
    rw [axial, Equiv.swap_apply_left, Equiv.swap_apply_right, c1, c2]
    norm_num
  have r : √(1 - 1 / (2 : ℝ) ^ 2) = √3 / 2 := by
    rw [show 1 - 1 / (2 : ℝ) ^ 2 = 3 / 2 ^ 2 by norm_num, Real.sqrt_div (by norm_num),
      Real.sqrt_sq (by norm_num)]
  refine ⟨fun a b h => ?_, ?_, ?_, ?_, ?_⟩
  · rw [le_abs]
    revert h
    fin_cases a <;> fin_cases b <;> norm_num [hook]
  · rw [young_ket, a1]
    norm_num
  · rw [young_ket, a2]
    norm_num
  · rw [young_ket, a3, neg_sq, r, one_mul, show 1 / (-2 : ℝ) = -1 / 2 by norm_num]
  · rw [young_ket, a4, r, Equiv.swap_mul_self]

end

end YoungOrthogonalForm
```

```lean
#print axioms YoungOrthogonalForm.young_commute
#print axioms YoungOrthogonalForm.young_braid
#print axioms YoungOrthogonalForm.three_boxes
#print axioms YoungOrthogonalForm.hook_plane
```

```
'YoungOrthogonalForm.young_commute' depends on axioms: [propext, Classical.choice, Quot.sound]
'YoungOrthogonalForm.young_braid' depends on axioms: [propext, Classical.choice, Quot.sound]
'YoungOrthogonalForm.three_boxes' depends on axioms: [propext, Classical.choice, Quot.sound]
'YoungOrthogonalForm.hook_plane' depends on axioms: [propext, Classical.choice, Quot.sound]
```

## Orderings, contents and the reach of the theorems

An ordering is a `Perm (Fin n)`, which sends positions to boxes, both numbered from 0. A state is a function `Perm (Fin n) → ℝ`, and `ket T` is $v_T$. The product `T * swap i j` is the ordering $Ts$, `axial c i j T` is $r_{ij}(T)$, and `young c i j` is $Y_{ij}$ as a linear operator. The theorem `young_ket` confirms that this operator acts on basis vectors by the formula in your question.

The hypothesis `Separated c` says that any two different boxes have contents at least 1 apart. In a Young diagram the content is column minus row, an integer that labels the diagonal, so the condition means that no two boxes share a diagonal. At distance $\pm1$ the exchange acts on $v_T$ as a pure sign, symmetric or antisymmetric.

`three_boxes` states the two squares and the braid relation for your case. Symmetry is `young_symmetric`, written as equality of the two sums $\sum_T f(T)(Yg)(T)$ and $\sum_T (Yf)(T)g(T)$. The theorems `young_sq` and `young_braid` hold for every $n$ and for any different positions, neighbouring or not. Neither `young_symmetric` nor `young_commute` needs separation. Where $|r|<1$, however, Young's formula gives no real coefficients, and `young` is then fixed only by Lean's conventions that $1/0$ and the square root of a negative number are 0.

Young's orthogonal form usually means the irreducible representations on standard tableaux of an arbitrary diagram. The theorems here concern the space of all orderings and say nothing about irreducibility. Separation also excludes diagrams with repeated contents, such as the $2\times2$ square that belongs to four-electron singlets. All diagrams with three boxes satisfy it. In general, the diagrams that satisfy it are the hooks, which consist of one row and one column sharing a corner box. Spin functions of $N$ electrons belong to diagrams with at most two rows, so among them the theorems cover only the total spins $N/2$ and $N/2-1$. No Hamiltonian enters.

## The coefficient comparison in Lean

`axial_swap` is the sign reversal of $r$, and `swap_twice` says that exchanging twice restores the ordering. `axial_bound` draws two facts from separation: $r\ne0$, and the root squares to $1-1/r^2$.

For `young_symmetric`, `Equiv.sum_comp` reindexes the exchange term by $T\mapsto Ts$, which matches the two off-diagonal entries of the $2\times2$ matrix. In `young_sq`, unfolding the operator twice leaves two cross terms of opposite sign, and `linear_combination` cancels them and uses the squared root from `axial_bound`. For `young_commute`, `m1` and `m2` record the unchanged distances, and `hs` is the commutation of the two swaps.

In `young_braid`, the facts `m1` to `m4` supply the table of distances, together with `axial_swap`. The fact `hb` is $Tsts=Ttst$, and `hd` is the sum rule for the distances. `recip_identity` then gives `H`, the relation $pq=w(p+q)$. The final `linear_combination` is the comparison of coefficients: its first term replaces $P^2$ and $Q^2$ in the row for $f(T)$, and the multiples of `H` settle the rows for $f(T)$, $f(Ts)$ and $f(Tt)$.

`three_boxes` specialises these theorems to positions 0, 1 and 2. `hook_plane` checks that the contents $0,1,-1$ are separated, evaluates the four axial distances $1,-1,-2,2$, and inserts them into `young_ket` to obtain the two matrices above.
